# In a singular matrix written as a unitary times a Hermitian factor, the unitary is not unique

Let `A` be a finite, singular complex square matrix with `A = U * H`, where `U` is unitary and `H` is Hermitian. The theorem says that some unitary `V`, different from `U`, also satisfies `A = V * H` with the same `H`. This covers the polar decomposition of a singular matrix, though `H` is not required to be positive semidefinite. The proof takes a nonzero, not necessarily normalised vector `v` with `Hv = 0`, forms the projector `P = v v†/(v† v)`, and chooses `V = U(1 - 2P)`: the reflection `1 - 2P` is unitary, differs from the identity and leaves `H` unchanged when multiplied on its left.

As first written in Lean, the proof fails:

```lean
import Mathlib

open Matrix
open scoped ComplexOrder MatrixOrder

namespace UnitaryFactorNotUnique

variable {n : Type*} [Fintype n]

variable [DecidableEq n]

/-- If a singular matrix is a unitary `U` times a Hermitian `H`, then a second, different
unitary matrix serves equally well with the same `H`. -/
theorem unitary_factor_not_unique {A U H : Matrix n n ℂ} (hdet : A.det = 0)
    (hU : U ∈ Matrix.unitaryGroup n ℂ) (hH : H.IsHermitian) (hA : A = U * H) :
    ∃ V ∈ Matrix.unitaryGroup n ℂ, V ≠ U ∧ A = V * H := by
  have hUU : star U * U = 1 := Matrix.mem_unitaryGroup_iff'.mp hU
  have hHdet : H.det = 0 := by
    have e : H = star U * A := by rw [hA, ← mul_assoc, hUU, one_mul]
    rw [e, Matrix.det_mul, hdet, mul_zero]
  obtain ⟨v, hv, hHv⟩ := Matrix.exists_mulVec_eq_zero_iff.mpr hHdet
  have hs : star v ⬝ᵥ v ≠ 0 := fun h => hv (dotProduct_star_self_eq_zero.mp
    ((dotProduct_comm _ _).trans h))
  have hss : star (star v ⬝ᵥ v) = star v ⬝ᵥ v := by
    simp [dotProduct, mul_comm]
  -- `P` projects onto the null vector `v` of `H`
  obtain ⟨Q, hQ⟩ : ∃ Q, Q = Matrix.vecMulVec v (star v) := ⟨_, rfl⟩
  have hQQ : Q * Q = (star v ⬝ᵥ v) • Q := by
    ext i j
    simp only [hQ, Matrix.mul_apply, Matrix.vecMulVec_apply, Matrix.smul_apply,
      smul_eq_mul, dotProduct, Finset.sum_mul]
    exact Finset.sum_congr rfl fun k _ => by ring
  have hQs : star Q = Q := by
    ext i j
    simp [hQ, Matrix.star_apply, Matrix.vecMulVec_apply, mul_comm]
  have hQH : Q * H = 0 := by
    have hz : star v ᵥ* H = 0 := by
      have e := Matrix.star_mulVec H v
      rw [hHv, hH.eq, star_zero] at e
      exact e.symm
    ext i j
    have hk : ∑ k, (star v) k * H k j = 0 := congrFun hz j
    simp only [hQ, Matrix.mul_apply, Matrix.vecMulVec_apply, mul_assoc,
      ← Finset.mul_sum, hk, mul_zero, Matrix.zero_apply]
  obtain ⟨P, hP⟩ : ∃ P, P = (star v ⬝ᵥ v)⁻¹ • Q := ⟨_, rfl⟩
  have hPP : P * P = P := by
    rw [hP, smul_mul_assoc, mul_smul_comm, hQQ, smul_smul (star v ⬝ᵥ v)⁻¹ (star v ⬝ᵥ v),
      inv_mul_cancel₀ hs, one_smul]
  have hPs : star P = P := by rw [hP, star_smul, hQs, star_inv₀, hss]
  have hPH : P * H = 0 := by rw [hP, smul_mul_assoc, hQH, smul_zero]
  -- the reflection `1 - 2P` is unitary and leaves `H` unchanged
  have hR : 1 - (P + P) ∈ Matrix.unitaryGroup n ℂ := by
    rw [Matrix.mem_unitaryGroup_iff, star_sub, star_add, star_one, hPs]
    have e : (1 - (P + P)) * (1 - (P + P)) = 1 - 4 • P + 4 • (P * P) := by noncomm_ring
    rw [e, hPP, sub_add_cancel]
  refine ⟨U * (1 - (P + P)), mul_mem hU hR, fun h => ?_, ?_⟩
  · have h1 : 1 - (P + P) = 1 := by
      calc 1 - (P + P) = star U * (U * (1 - (P + P))) := by
            rw [← mul_assoc, hUU, one_mul]
        _ = 1 := by rw [h, hUU]
    have h2 : (2 : ℂ) • P = 0 := by rw [two_smul]; exact sub_eq_self.mp h1
    have h3 : P = 0 := (smul_eq_zero.mp h2).resolve_left two_ne_zero
    have h4 : Q = 0 := (smul_eq_zero.mp (hP.symm.trans h3)).resolve_left (inv_ne_zero hs)
    apply hv
    ext i
    have h5 := congrFun (congrFun (hQ.symm.trans h4) i) i
    simpa [Matrix.vecMulVec_apply] using h5
  · rw [mul_assoc, sub_mul, add_mul, hPH, one_mul, add_zero, sub_zero, hA]

end UnitaryFactorNotUnique
```

Compiling this gives:

```
Main.lean:23:33: error: Application type mismatch: The argument
  h
has type
  star v ⬝ᵥ v = 0
but is expected to have type
  v ⬝ᵥ star v = 0
in the application
  Eq.trans (dotProduct_comm (star v) v) h
```

What went wrong. The error is in the proof of `hs`, that `v† v` is nonzero. There `h` assumes `star v ⬝ᵥ v = 0`, and `dotProduct_star_self_eq_zero.mp` is to turn this into `v = 0`, contradicting `hv`. The lemma takes the product in just that order, with `star v` on the left, so `h` already fits.

The attempt put `dotProduct_comm` in between. To end at the statement the lemma wants, Lean read it as `star v ⬝ᵥ v = v ⬝ᵥ star v`, and `.trans` then needed a proof of `v ⬝ᵥ star v = 0`. But `h` has the factors the other way round, hence the type mismatch. The two products are equal, but `.trans` does not apply commutativity a second time to make `h` fit.

The repair drops the swap and passes `h` directly. The changed comment is mere tidying: it now says what `Q` is, and how `P` is obtained from it.

The mended proof, as a diff:

```diff
@@ -20,9 +20,8 @@
     rw [e, Matrix.det_mul, hdet, mul_zero]
   obtain ⟨v, hv, hHv⟩ := Matrix.exists_mulVec_eq_zero_iff.mpr hHdet
-  have hs : star v ⬝ᵥ v ≠ 0 := fun h => hv (dotProduct_star_self_eq_zero.mp
-    ((dotProduct_comm _ _).trans h))
+  have hs : star v ⬝ᵥ v ≠ 0 := fun h => hv (dotProduct_star_self_eq_zero.mp h)
   have hss : star (star v ⬝ᵥ v) = star v ⬝ᵥ v := by
     simp [dotProduct, mul_comm]
-  -- `P` projects onto the null vector `v` of `H`
+  -- `Q` is `v v†`; divided by `v† v` it gives the projector `P` onto the null vector `v`
   obtain ⟨Q, hQ⟩ : ∃ Q, Q = Matrix.vecMulVec v (star v) := ⟨_, rfl⟩
   have hQQ : Q * Q = (star v ⬝ᵥ v) • Q := by
```
